# The squared length of the part of a real vector orthogonal to a unit state is its squared length minus its squared overlap with the state

The theorem `stepLength_sq` concerns a state ψ and a vector v with real components over a finite index set, where ψ has unit length and v is arbitrary. It says that the part of v orthogonal to ψ, obtained by applying Q = 1 − ψψᵀ, has squared length v·v − (ψ·v)². Since v need not be normalised, (ψ·v)² is a bare squared overlap; for nonzero v, the normalised value is (ψ·v)²/(v·v). The attempt unfolds the length as a square root, cancels the root against the square by showing that the quantity under it is nonnegative, and then replaces Qv by v − (ψ·v)ψ and expands the dot products.

An attempt in Lean 4 with a fault in it:

```lean
import Mathlib

open Matrix

namespace StepLengthSq

noncomputable section

variable {ι : Type*} [Fintype ι] [DecidableEq ι]

/-- The matrix `Q = 1 - ψ ψᵀ`, which for a unit vector `ψ` projects onto the directions
orthogonal to the current state. -/
def Q (ψ : ι → ℝ) : Matrix ι ι ℝ := 1 - vecMulVec ψ ψ

/-- The Euclidean length of `Q v`, which for a unit vector `ψ` is the part of `v` orthogonal to `ψ`.
-/
def stepLength (ψ v : ι → ℝ) : ℝ := √((Q ψ *ᵥ v) ⬝ᵥ (Q ψ *ᵥ v))

/-- `Q v` equals `v - ⟨ψ, v⟩ ψ`; for a unit vector `ψ` this removes from `v` its component along
`ψ`. -/
theorem Q_mulVec (ψ v : ι → ℝ) : Q ψ *ᵥ v = v - (ψ ⬝ᵥ v) • ψ := by
  have h : vecMulVec ψ ψ *ᵥ v = (ψ ⬝ᵥ v) • ψ := by
    ext i
    rw [Pi.smul_apply, smul_eq_mul, mul_comm]
    simp only [mulVec, dotProduct, vecMulVec_apply, Finset.mul_sum, mul_assoc]
  rw [Q, sub_mulVec, one_mulVec, h]

/-- For a unit vector `ψ`, the squared step length is the squared length of `v` minus its
squared overlap with `ψ`. -/
theorem stepLength_sq {ψ : ι → ℝ} (hψ : ψ ⬝ᵥ ψ = 1) (v : ι → ℝ) :
    stepLength ψ v ^ 2 = v ⬝ᵥ v - (ψ ⬝ᵥ v) ^ 2 := by
  rw [stepLength, Real.sq_sqrt (Finset.sum_nonneg fun i _ => mul_self_nonneg _), Q_mulVec]
  simp only [sub_dotProduct, dotProduct_sub, smul_dotProduct, dotProduct_smul, smul_eq_mul,
    hψ, dotProduct_comm v ψ]
  ring

end

end StepLengthSq
```

Lean reports:

```
Main.lean:32:18: error: Tactic `rewrite` failed: Did not find an occurrence of the pattern
  √(∑ i ∈ ?m.62, ?m.74 i * ?m.74 i) ^ 2
in the target expression
  √(Q ψ *ᵥ v ⬝ᵥ Q ψ *ᵥ v) ^ 2 = v ⬝ᵥ v - (ψ ⬝ᵥ v) ^ 2

ι : Type u_1
inst✝¹ : Fintype ι
inst✝ : DecidableEq ι
ψ : ι → ℝ
hψ : ψ ⬝ᵥ ψ = 1
v : ι → ℝ
⊢ √(Q ψ *ᵥ v ⬝ᵥ Q ψ *ᵥ v) ^ 2 = v ⬝ᵥ v - (ψ ⬝ᵥ v) ^ 2
```

The message says that the rewrite with `Real.sq_sqrt` found nothing to rewrite. That lemma takes the expression under the root from the proof of nonnegativity it is given. Here the proof is `Finset.sum_nonneg` applied to `mul_self_nonneg`, with no stated type, so Lean reads off an explicit sum of squares, `∑ i ∈ ?m.62, ?m.74 i * ?m.74 i`. The goal has the dot product `Q ψ *ᵥ v ⬝ᵥ Q ψ *ᵥ v` in that place. By definition this is such a sum, but `rw` does not unfold `dotProduct` when it looks for its pattern, so the two do not match.

The repair first states the nonnegativity as `hn`, with the dot product written out. The same proof is accepted there, because checking it against a stated type does allow `dotProduct` to be unfolded. `Real.sq_sqrt hn` then has the square root of that dot product on its left side, just as the goal does, and the rewrite goes through.

The mended proof, as a diff:

```diff
@@ -30,5 +30,7 @@
 theorem stepLength_sq {ψ : ι → ℝ} (hψ : ψ ⬝ᵥ ψ = 1) (v : ι → ℝ) :
     stepLength ψ v ^ 2 = v ⬝ᵥ v - (ψ ⬝ᵥ v) ^ 2 := by
-  rw [stepLength, Real.sq_sqrt (Finset.sum_nonneg fun i _ => mul_self_nonneg _), Q_mulVec]
+  have hn : 0 ≤ (Q ψ *ᵥ v) ⬝ᵥ (Q ψ *ᵥ v) :=
+    Finset.sum_nonneg fun i _ => mul_self_nonneg _
+  rw [stepLength, Real.sq_sqrt hn, Q_mulVec]
   simp only [sub_dotProduct, dotProduct_sub, smul_dotProduct, dotProduct_smul, smul_eq_mul,
     hψ, dotProduct_comm v ψ]
```
